# The normalised Bender-Wu recursion for the quartic oscillator has exactly one rational solution

Perturbation theory is treated here as algebra: the coupling g never appears as a number, only as a label for orders. For the Hamiltonian p²/2 + x²/2 + g x⁴, in units with ħ = m = ω = 1, the ground state is written as exp(-x²/2) Σ gᵏ B_k(x) and its energy as Σ gᵏ E_k. The unknowns are a sequence of polynomials B_k with rational coefficients and a sequence of rational numbers E_k. No convergence is claimed, nor any relation between the series and an exact eigenvalue at finite g.

```lean
import Mathlib

open Polynomial

namespace BenderWu

noncomputable section
```

Write L for the operator x d/dx - (1/2) d²/dx². In the code it is `oscOp`, acting on `ℚ[X]`.

```lean
/-- The operator `x d/dx - (1/2) d²/dx²` on rational polynomials. -/
def oscOp (p : ℚ[X]) : ℚ[X] :=
  X * derivative p - C (1 / 2) * derivative (derivative p)
```

For every k ≥ 0 the recursion reads

L B_(k+1) = -x⁴ B_k + Σ_{j=0..k} E_(j+1) B_(k-j).

`IsBenderWu B E` combines it with B_0 = 1, E_0 = 1/2 and B_(k+1)(0) = 0. The value 1/2 is the harmonic zero-point energy; it is imposed because the recursion never mentions E_0. The conditions at the origin fix the wave function's normalisation: its value there is 1, which comes from B_0, and the higher orders add nothing to it. In Lean, `C` turns a number into a constant polynomial, and `Finset.range (k + 1)` runs over 0, …, k.

```lean
/-- The Bender-Wu recursion for the polynomials `B k` and energy coefficients `E k` of the
ground state of `p²/2 + x²/2 + g x⁴`, with `B 0 = 1`, `E 0 = 1/2` and `B k` vanishing at the
origin for `k ≥ 1`. -/
structure IsBenderWu (B : ℕ → ℚ[X]) (E : ℕ → ℚ) : Prop where
  zero : B 0 = 1
  energy_zero : E 0 = 1 / 2
  eval_zero : ∀ k, (B (k + 1)).eval 0 = 0
  recursion : ∀ k, oscOp (B (k + 1)) =
    -X ^ 4 * B k + ∑ j ∈ Finset.range (k + 1), C (E (j + 1)) * B (k - j)
```

The function `state p` restores the Gaussian factor and evaluates the polynomial at a real point. It is needed only in part (h).

```lean
/-- The wave function `exp(-x²/2) p(x)` on the real line. -/
def state (p : ℚ[X]) (x : ℝ) : ℝ := Real.exp (-x ^ 2 / 2) * aeval x p
```

## (a) The operator on coefficients

Let p_n be the coefficient of xⁿ in p. Show that

[xⁿ] L p = n p_n - (n+2)(n+1)/2 · p_(n+2).

**Solution.** The term x p' keeps each power and multiplies its coefficient by n. In p'' the coefficient of xⁿ is (n+2)(n+1) p_(n+2), and L subtracts half of it. Lean treats n = 0 separately, since x p' has no constant term.

```lean
/-- The action of `x d/dx - (1/2) d²/dx²` on the coefficients of a polynomial. -/
theorem coeff_oscOp (p : ℚ[X]) (n : ℕ) : (oscOp p).coeff n =
    n * p.coeff n - ((n : ℚ) + 2) * (n + 1) / 2 * p.coeff (n + 2) := by
  rcases n with _ | n
  · simp only [oscOp, coeff_sub, mul_coeff_zero, coeff_X_zero, coeff_C_zero,
      coeff_derivative, zero_add, Nat.reduceAdd]
    push_cast
    ring
  · simp only [oscOp, coeff_sub, coeff_C_mul, coeff_X_mul, coeff_derivative]
    push_cast
    ring
```

## (b) One order has at most one solution

Let p(0) = q(0) = 0, and let f be a polynomial and c, d constants. Show that

L p = f + c and L q = f + d imply p = q and c = d.

**Solution.** The difference r = p - q satisfies r(0) = 0 and L r = c - d. If r had degree N > 0, part (a) would give L r the coefficient N r_N ≠ 0 at x^N, which a constant does not have. So r is constant, and r(0) = 0 makes it zero. Then c - d = L 0 = 0. The proof follows the same route, with `hdeg` excluding a positive degree.

```lean
/-- At a given order, the polynomial vanishing at the origin and the energy correction are
both determined by the source `f`. -/
theorem oscOp_unique {p q f : ℚ[X]} {c d : ℚ} (hp : p.eval 0 = 0) (hq : q.eval 0 = 0)
    (h1 : oscOp p = f + C c) (h2 : oscOp q = f + C d) : p = q ∧ c = d := by
  have h : oscOp (p - q) = C (c - d) := by
    have hs : oscOp (p - q) = oscOp p - oscOp q := by
      simp only [oscOp, derivative_sub]
      ring
    rw [hs, h1, h2, C_sub]
    ring
  have h0 : (p - q).eval 0 = 0 := by rw [eval_sub, hp, hq, sub_zero]
  generalize hr : p - q = r at h h0
  -- a nonconstant leading term would survive in `oscOp r`
  have hdeg : r.natDegree = 0 := by
    by_contra hn
    have hc := congrArg (fun s => s.coeff r.natDegree) h
    simp only [coeff_oscOp, coeff_C, if_neg hn] at hc
    rw [coeff_eq_zero_of_natDegree_lt (by omega : r.natDegree < r.natDegree + 2)] at hc
    have hl : r.coeff r.natDegree ≠ 0 := by
      intro h'
      have hz : r = 0 := leadingCoeff_eq_zero.mp h'
      exact hn (by simp [hz])
    exact mul_ne_zero (Nat.cast_ne_zero.mpr hn) hl (by linarith)
  have hr0 : r = 0 := by
    rw [eq_C_of_natDegree_eq_zero hdeg, coeff_zero_eq_eval_zero, h0, C_0]
  have hcd : c - d = 0 := C_eq_zero.mp (by rw [← h, hr0]; simp [oscOp])
  exact ⟨sub_eq_zero.mp (hr.trans hr0), sub_eq_zero.mp hcd⟩
```

## (c) One order always has a solution

Show that for every polynomial f there are a polynomial p and a constant c with

p(0) = 0 and L p = f + c.

**Solution.** Start with monomials. For f = 1 take p = 0, c = -1; for f = x take p = x, c = 0. For the step from n to n+2, use

L x^(n+2) = (n+2) x^(n+2) - (n+2)(n+1)/2 · xⁿ.

If L p = xⁿ + c, then x^(n+2)/(n+2) + (n+1)/2 · p solves the problem for x^(n+2), with constant (n+1)c/2, because the xⁿ terms cancel. Linearity (`lin`) extends this from monomials (`mono`) to all polynomials.

```lean
/-- Every polynomial source can be solved for, by a polynomial vanishing at the origin, once
a suitable constant is added to it. -/
theorem oscOp_solvable (f : ℚ[X]) :
    ∃ (p : ℚ[X]) (c : ℚ), p.eval 0 = 0 ∧ oscOp p = f + C c := by
  have lin : ∀ (a b : ℚ) (p q : ℚ[X]),
      oscOp (C a * p + C b * q) = C a * oscOp p + C b * oscOp q := by
    intro a b p q
    simp only [oscOp, derivative_add, derivative_C_mul]
    ring
  -- monomials, in steps of two
  have mono : ∀ n : ℕ, ∃ (p : ℚ[X]) (c : ℚ), p.eval 0 = 0 ∧ oscOp p = X ^ n + C c := by
    intro n
    induction n using Nat.strong_induction_on with
    | _ n ih =>
      match n, ih with
      | 0, _ => exact ⟨0, -1, by simp, by simp [oscOp]⟩
      | 1, _ => exact ⟨X, 0, by simp, by simp [oscOp]⟩
      | n + 2, ih =>
        obtain ⟨p, c, h0, h⟩ := ih n (by omega)
        have hX : oscOp (X ^ (n + 2)) = C ((n : ℚ) + 2) * X ^ (n + 2)
            - C (((n : ℚ) + 2) * (n + 1) / 2) * X ^ n := by
          apply Polynomial.funext
          intro x
          simp [oscOp]
          ring
        have hn : ((n : ℚ) + 2) * (1 / (n + 2)) = 1 := mul_one_div_cancel (by positivity)
        refine ⟨C (1 / ((n : ℚ) + 2)) * X ^ (n + 2) + C (((n : ℚ) + 1) / 2) * p,
          ((n : ℚ) + 1) / 2 * c, by simp [h0], ?_⟩
        rw [lin, hX, h]
        apply Polynomial.funext
        intro x
        simp only [eval_add, eval_sub, eval_mul, eval_C, eval_pow, eval_X]
        linear_combination (x ^ (n + 2) - ((n : ℚ) + 1) / 2 * x ^ n) * hn
  induction f using Polynomial.induction_on' with
  | add f g hf hg =>
    obtain ⟨p, c, hp, h⟩ := hf
    obtain ⟨q, d, hq, h'⟩ := hg
    refine ⟨C 1 * p + C 1 * q, c + d, by simp [hp, hq], ?_⟩
    rw [lin, h, h', C_add, C_1]
    ring
  | monomial n a =>
    obtain ⟨p, c, hp, h⟩ := mono n
    refine ⟨C a * p + C 0 * 0, a * c, by simp [hp], ?_⟩
    rw [lin, h, ← C_mul_X_pow_eq_monomial, C_mul, C_0]
    ring
```

The sequences can now be built. `corr f` selects a solution for the source f.

```lean
/-- A polynomial and a constant solving one order of the recursion with source `f`. -/
def corr (f : ℚ[X]) : ℚ[X] × ℚ :=
  ((oscOp_solvable f).choose, (oscOp_solvable f).choose_spec.choose)
```

`bw` starts from (1, 1/2) and applies `corr` to the terms already known from lower orders. The constant that comes back is the new energy coefficient.

```lean
/-- The pairs `(B k, E k)` built order by order. -/
def bw : ℕ → ℚ[X] × ℚ
  | 0 => (1, 1 / 2)
  | k + 1 => corr (-X ^ 4 * (bw k).1 +
      ∑ j : Fin k, C (bw ((j : ℕ) + 1)).2 * (bw (k - (j : ℕ))).1)
decreasing_by all_goals omega
```

## (d) Isolating the newest energy

Show that any solution of the recursion satisfies

L B_(k+1) = (-x⁴ B_k + Σ_{j=0..k-1} E_(j+1) B_(k-j)) + E_(k+1).

**Solution.** Split off the term j = k. It is E_(k+1) B_0 = E_(k+1). For k = 0 the remaining sum is empty.

```lean
/-- The recursion with the newest energy coefficient separated from the known source. -/
theorem IsBenderWu.step {B : ℕ → ℚ[X]} {E : ℕ → ℚ} (h : IsBenderWu B E) (k : ℕ) :
    oscOp (B (k + 1)) = (-X ^ 4 * B k +
      ∑ j ∈ Finset.range k, C (E (j + 1)) * B (k - j)) + C (E (k + 1)) := by
  rw [h.recursion k, Finset.sum_range_succ, Nat.sub_self, h.zero, mul_one, add_assoc]
```

## (e) Reading the energy from the polynomial

Show that for every k ≥ 0

E_(k+1) = -[x²] B_(k+1).

**Solution.** Take the constant term of (d). By (a) with n = 0, the left side gives -[x²] B_(k+1). On the right, x⁴ B_k vanishes at the origin, and so does each B_(k-j) with j < k. Only E_(k+1) remains. These two vanishing statements are `hx` and `hs`.

```lean
/-- For `k ≥ 1` the energy coefficient `E k` is minus the coefficient of `x²` in `B k`. -/
theorem energy_eq_neg_coeff {B : ℕ → ℚ[X]} {E : ℕ → ℚ} (h : IsBenderWu B E) (k : ℕ) :
    E (k + 1) = -(B (k + 1)).coeff 2 := by
  have hs : (∑ j ∈ Finset.range k, C (E (j + 1)) * B (k - j)).coeff 0 = 0 := by
    rw [finsetSum_coeff]
    refine Finset.sum_eq_zero fun j hj => ?_
    have hj' := Finset.mem_range.mp hj
    obtain ⟨m, hm⟩ : ∃ m, k - j = m + 1 := ⟨k - j - 1, by omega⟩
    rw [hm, coeff_C_mul, coeff_zero_eq_eval_zero, h.eval_zero, mul_zero]
  have hx : (-X ^ 4 * B k).coeff 0 = 0 := by
    rw [coeff_zero_eq_eval_zero]
    simp
  have hc := congrArg (fun r => r.coeff 0) (h.step k)
  simp only [coeff_oscOp, coeff_add, hs, hx, coeff_C_zero, Nat.cast_zero, zero_add] at hc
  linarith
```

## (f) The first three corrections

Show that

B_1 = -x⁴/4 - 3x²/4,

B_2 = x⁸/32 + 13x⁶/48 + 31x⁴/32 + 21x²/8,

E_1 = 3/4, E_2 = -21/8, E_3 = 333/16.

**Solution.** Let s_n be the coefficient of xⁿ in the source, and b_n that in the unknown polynomial. For n ≥ 1, part (a) gives, from the top power down,

n b_n = s_n + (n+2)(n+1)/2 · b_(n+2).

At first order the source is -x⁴. Hence b_4 = -1/4 and 2b_2 = 6b_4 = -3/2, so b_2 = -3/4.

At second order the source is -x⁴B_1 + E_1B_1, that is

x⁸/4 + 3x⁶/4 - 3x⁴/16 - 9x²/16.

This gives b_8 = 1/32, and then

6b_6 = 3/4 + 7/8 = 13/8,

4b_4 = -3/16 + 65/16 = 31/8,

2b_2 = -9/16 + 93/16 = 21/4.

At third order the source is -x⁴B_2 + E_1B_2 + E_2B_1, that is

-x¹²/32 - 13x¹⁰/48 - 121x⁸/128 - 155x⁶/64 + 177x⁴/128 + 63x²/16.

The same descent gives b_12 = -1/384, b_10 = -17/384, b_8 = -47/128, b_6 = -271/128, b_4 = -243/32 and b_2 = -333/16. By (e), the energies are the negatives of the three values of b_2.

Lean takes the finished polynomials, checks that they satisfy (d), and lets the uniqueness in (b) identify both polynomial and energy.

```lean
/-- The Bender-Wu polynomials `B 1` and `B 2` and the energy coefficients `E 1`, `E 2` and `E 3`. -/
theorem low_orders {B : ℕ → ℚ[X]} {E : ℕ → ℚ} (h : IsBenderWu B E) :
    B 1 = C (-1 / 4) * X ^ 4 + C (-3 / 4) * X ^ 2 ∧
    B 2 = C (1 / 32) * X ^ 8 + C (13 / 48) * X ^ 6 + C (31 / 32) * X ^ 4
      + C (21 / 8) * X ^ 2 ∧
    E 1 = 3 / 4 ∧ E 2 = -21 / 8 ∧ E 3 = 333 / 16 := by
  have mon : ∀ (a x : ℚ) (n : ℕ), (derivative (C a * X ^ n)).eval x = a * (n * x ^ (n - 1)) ∧
      (derivative (derivative (C a * X ^ n))).eval x
        = a * (n * ((n - 1 : ℕ) * x ^ (n - 1 - 1))) := by
    intro a x n
    simp only [derivative_C_mul, derivative_X_pow, eval_mul, eval_C, eval_pow, eval_X,
      and_self]
  obtain ⟨b1, e1⟩ : B 1 = C (-1 / 4) * X ^ 4 + C (-3 / 4) * X ^ 2 ∧ E 1 = 3 / 4 := by
    refine oscOp_unique (h.eval_zero 0) (by simp) (h.step 0) ?_
    rw [h.zero, Finset.sum_range_zero]
    apply Polynomial.funext
    intro x
    simp only [oscOp, derivative_add, eval_add, eval_sub, eval_mul, eval_neg, eval_C,
      eval_pow, eval_X, eval_one, eval_zero, (mon _ _ _).1, (mon _ _ _).2, Nat.reduceSub]
    push_cast
    ring
  obtain ⟨b2, e2⟩ : B 2 = C (1 / 32) * X ^ 8 + C (13 / 48) * X ^ 6 + C (31 / 32) * X ^ 4
      + C (21 / 8) * X ^ 2 ∧ E 2 = -21 / 8 := by
    refine oscOp_unique (h.eval_zero 1) (by simp) (h.step 1) ?_
    simp only [Finset.sum_range_succ, Finset.sum_range_zero, zero_add, Nat.sub_zero, b1, e1]
    apply Polynomial.funext
    intro x
    simp only [oscOp, derivative_add, eval_add, eval_sub, eval_mul, eval_neg, eval_C,
      eval_pow, eval_X, (mon _ _ _).1, (mon _ _ _).2, Nat.reduceSub]
    push_cast
    ring
  obtain ⟨-, e3⟩ : B 3 = C (-1 / 384) * X ^ 12 + C (-17 / 384) * X ^ 10
      + C (-47 / 128) * X ^ 8 + C (-271 / 128) * X ^ 6 + C (-243 / 32) * X ^ 4
      + C (-333 / 16) * X ^ 2 ∧ E 3 = 333 / 16 := by
    refine oscOp_unique (h.eval_zero 2) (by simp) (h.step 2) ?_
    simp only [Finset.sum_range_succ, Finset.sum_range_zero, zero_add, Nat.sub_zero,
      Nat.reduceAdd, Nat.reduceSub, b1, e1, b2, e2]
    apply Polynomial.funext
    intro x
    simp only [oscOp, derivative_add, eval_add, eval_sub, eval_mul, eval_neg, eval_C,
      eval_pow, eval_X, (mon _ _ _).1, (mon _ _ _).2, Nat.reduceSub]
    push_cast
    ring
  exact ⟨b1, b2, e1, e2, e3⟩
```

## (g) The whole sequences

Show that

exactly one pair (B, E) satisfies `IsBenderWu B E`,

and that its first three corrections are those of (f).

**Solution.** Part (c), applied order by order, gives existence. For uniqueness, suppose two solutions agree through order k. Their sources at order k+1 then coincide, so (b) makes both B_(k+1) and E_(k+1) agree. Order zero is fixed by definition.

In the code `∃!` ranges over pairs of sequences, `hex` shows that `bw` is a solution, and `key` is the strong induction.

```lean
/-- The Bender-Wu recursion has exactly one solution in rational polynomials and rational
energy coefficients, and its first three corrections are `3/4`, `-21/8` and `333/16`. -/
theorem benderWu_existsUnique :
    (∃! s : (ℕ → ℚ[X]) × (ℕ → ℚ), IsBenderWu s.1 s.2) ∧
    ∀ B E, IsBenderWu B E → E 1 = 3 / 4 ∧ E 2 = -21 / 8 ∧ E 3 = 333 / 16 := by
  have b0 : bw 0 = (1, 1 / 2) := by rw [bw]
  have hb : ∀ k, (bw (k + 1)).1.eval 0 = 0 ∧ oscOp (bw (k + 1)).1 = (-X ^ 4 * (bw k).1 +
      ∑ j ∈ Finset.range k, C (bw (j + 1)).2 * (bw (k - j)).1) + C (bw (k + 1)).2 := by
    intro k
    have hk : bw (k + 1) = corr (-X ^ 4 * (bw k).1 +
        ∑ j ∈ Finset.range k, C (bw (j + 1)).2 * (bw (k - j)).1) := by
      rw [bw, Finset.sum_range]
    rw [hk]
    exact (oscOp_solvable _).choose_spec.choose_spec
  have hex : IsBenderWu (fun k => (bw k).1) (fun k => (bw k).2) := by
    refine ⟨by simp only [b0], by simp only [b0], fun k => (hb k).1, fun k => ?_⟩
    simp only [Finset.sum_range_succ, Nat.sub_self, b0, mul_one]
    rw [(hb k).2, add_assoc]
  refine ⟨⟨(fun k => (bw k).1, fun k => (bw k).2), hex, ?_⟩,
    fun B E h => (low_orders h).2.2⟩
  rintro ⟨B, E⟩ h
  change IsBenderWu B E at h
  -- two solutions agree order by order
  have key : ∀ k, B k = (bw k).1 ∧ E k = (bw k).2 := by
    intro k
    induction k using Nat.strong_induction_on with
    | _ k ih =>
      rcases k with _ | k
      · rw [b0]
        exact ⟨h.zero, h.energy_zero⟩
      · have hs : ∑ j ∈ Finset.range k, C (E (j + 1)) * B (k - j) =
            ∑ j ∈ Finset.range k, C (bw (j + 1)).2 * (bw (k - j)).1 := by
          refine Finset.sum_congr rfl fun j hj => ?_
          have hj' := Finset.mem_range.mp hj
          rw [(ih (j + 1) (by omega)).2, (ih (k - j) (by omega)).1]
        have h1 := h.step k
        rw [hs, (ih k (by omega)).1] at h1
        exact oscOp_unique (h.eval_zero k) (hb k).1 h1 (hb k).2
  exact Prod.ext (_root_.funext fun k => (key k).1) (_root_.funext fun k => (key k).2)
```

These rationals can serve as exact reference values for a perturbation-theory program, for this one-dimensional oscillator and order by order in g. How E_k grows at large k is a separate question.

## (h) Back to the Schrödinger equation

Put ψ_k(x) = exp(-x²/2) B_k(x). Show that for every k ≥ 0 and real x

-(1/2) ψ_(k+1)'' + (x²/2) ψ_(k+1) + x⁴ ψ_k = Σ_{j=0..k+1} E_j ψ_(k+1-j).

**Solution.** Differentiating exp(-x²/2) p replaces p by p' - x p. Doing so twice gives p'' - 2x p' - p + x² p. The left side is therefore

exp(-x²/2) (L B_(k+1) + B_(k+1)/2 + x⁴ B_k).

The j = 0 term on the right is ψ_(k+1)/2, which cancels the middle term. What remains is the recursion times the Gaussian.

In Lean, `hd` is the differentiation rule, `Finset.sum_range_succ'` splits off j = 0, and the final `linear_combination` multiplies the recursion by the Gaussian.

```lean
/-- The functions `exp(-x²/2) B k` satisfy the Schrödinger equation of `p²/2 + x²/2 + g x⁴`
at every order `k + 1` in `g`. -/
theorem schrodinger_order_by_order {B : ℕ → ℚ[X]} {E : ℕ → ℚ} (h : IsBenderWu B E)
    (k : ℕ) (x : ℝ) :
    -(1 / 2) * deriv (deriv (state (B (k + 1)))) x + x ^ 2 / 2 * state (B (k + 1)) x
      + x ^ 4 * state (B k) x
      = ∑ j ∈ Finset.range (k + 2), (E j : ℝ) * state (B (k + 1 - j)) x := by
  -- differentiation acts on the polynomial factor as `p ↦ p' - x p`
  have hd : ∀ p : ℚ[X], deriv (state p) = state (derivative p - X * p) := by
    intro p
    ext y
    have h0 : HasDerivAt (fun z : ℝ => -z ^ 2 / 2) (-y) y := by
      have h1 := ((hasDerivAt_id' y).fun_mul (hasDerivAt_id' y)).const_mul (-1 / 2 : ℝ)
      have hf : (fun z : ℝ => -z ^ 2 / 2) = fun z : ℝ => -1 / 2 * (z * z) := by
        ext z
        ring
      rw [hf]
      exact h1.congr_deriv (by ring)
    have h2 : HasDerivAt (state p) (state (derivative p - X * p) y) y :=
      (h0.exp.fun_mul (p.hasDerivAt_aeval y)).congr_deriv (by
        simp only [state, map_sub, map_mul, aeval_X]
        ring)
    exact h2.deriv
  have hr := congrArg (fun p => aeval x p) (h.recursion k)
  simp only [oscOp, map_sub, map_add, map_mul, map_neg, map_pow, map_sum, aeval_X, aeval_C,
    eq_ratCast] at hr
  have hs : ∑ j ∈ Finset.range (k + 1), (E (j + 1) : ℝ) * state (B (k - j)) x =
      Real.exp (-x ^ 2 / 2) *
        ∑ j ∈ Finset.range (k + 1), (E (j + 1) : ℝ) * aeval x (B (k - j)) := by
    rw [Finset.mul_sum]
    refine Finset.sum_congr rfl fun j _ => ?_
    simp only [state]
    ring
  rw [Finset.sum_range_succ']
  simp only [Nat.add_sub_add_right, Nat.sub_zero]
  rw [hs, h.energy_zero, hd, hd]
  simp only [state, derivative_mul, derivative_X, map_sub, map_add, map_mul,
    map_one, aeval_X]
  push_cast at hr ⊢
  linear_combination Real.exp (-x ^ 2 / 2) * hr

end

end BenderWu
```

```lean
#print axioms BenderWu.energy_eq_neg_coeff
#print axioms BenderWu.benderWu_existsUnique
#print axioms BenderWu.schrodinger_order_by_order
```

```
'BenderWu.energy_eq_neg_coeff' depends on axioms: [propext, Classical.choice, Quot.sound]
'BenderWu.benderWu_existsUnique' depends on axioms: [propext, Classical.choice, Quot.sound]
'BenderWu.schrodinger_order_by_order' depends on axioms: [propext, Classical.choice, Quot.sound]
```
